# Closed-form bounds on the carrier lifetime of a wafer with equal surface recombination on both faces

A light pulse leaves excess carriers in a semiconductor wafer of thickness $W$. Suppose that they can disappear only at the two faces. A carrier must first diffuse to a face, with diffusivity $D$, and then be captured there, at a rate set by the surface recombination velocity $S$. How long does the excess density last?

For the slowest symmetric cosine mode, the lifetime $\tau$ satisfies

$$\frac{W}{2S}+\frac{W^2}{12D}<\tau<\frac{W}{2S}+\frac{W^2}{\pi^2D}.$$

The first term is the time for capture and the second the time for diffusion. The bounds differ by less than 2% of $W^2/D$. Relative to $\tau$ itself, this gap is negligible when capture is slow ($S\ll D/W$) and approaches 18% when diffusion limits the decay ($S\gg D/W$). Within this one-dimensional model without bulk recombination, the bounds can test the late-time decay in a numerical device simulation, once the faster modes have died out, without any root-finding.

```lean
import Mathlib

open Real Set

namespace WaferSurfaceLifetime

noncomputable section
```

## A decaying cosine and its surface loss

Measure depth $z$ from the mid-plane, so that the faces lie at $z=\pm W/2$. A symmetric mode with wavenumber $2x/W$ has a dimensionless parameter $x$, the phase of the cosine at the face. Its lifetime is $\tau=W^2/(4Dx^2)$.

```lean
/-- Lifetime of the symmetric mode with dimensionless wavenumber `x` in a wafer of
thickness `W` and diffusivity `D`; the domain is `W, D, x > 0`. -/
def lifetime (W D x : ℝ) : ℝ := W ^ 2 / (4 * D * x ^ 2)
```

The excess density, with unit amplitude at the centre at $t=0$, is $n(z,t)=\cos(2xz/W)\,e^{-t/\tau}$.

```lean
/-- Excess carrier density of a symmetric decaying mode at depth `z`, measured from
the mid-plane, and time `t`; the domain is `W, D, x > 0`. -/
def density (W D x z t : ℝ) : ℝ :=
  cos (2 * x / W * z) * exp (-t / lifetime W D x)
```

Its gradient is $\partial_z n=-(2x/W)\sin(2xz/W)\,e^{-t/\tau}$.

```lean
/-- Spatial gradient of the excess carrier density; the domain is `W, D, x > 0`. -/
def densityGradient (W D x z t : ℝ) : ℝ :=
  -(2 * x / W) * sin (2 * x / W * z) * exp (-t / lifetime W D x)
```

The outward diffusion current is $-D\,\partial_z n$ at the right face and $+D\,\partial_z n$ at the left. Each must equal $Sn$ at all times. The constant $S$ stands for capture by surface defects, assumed proportional to the local excess density and equally strong on both faces.

```lean
/-- At both faces and at all times, the outward diffusion current equals the surface
recombination velocity `S` times the density; the domain is `W, D, x > 0`. -/
def SurfaceLoss (W D S x : ℝ) : Prop :=
  ∀ t, -D * densityGradient W D x (W / 2) t = S * density W D x (W / 2) t ∧
    D * densityGradient W D x (-(W / 2)) t = S * density W D x (-(W / 2)) t
```

For small $x$, $x\tan x$ is close to $x^2$. The difference of the reciprocals is

$$g(x)=\frac1{x^2}-\frac{\cos x}{x\sin x}=\frac{\sin x-x\cos x}{x^2\sin x}.$$

The last fraction, called `gap` in Lean, also has the right value at $x=\pi/2$, where the tangent has its pole.

```lean
/-- The difference `1/x² - 1/(x tan x)` written as one fraction; the domain is
`0 < x < π`, with the value at `π/2` given by the fraction. -/
def gap (x : ℝ) : ℝ := (sin x - x * cos x) / (x ^ 2 * sin x)
```

Differentiating the mode twice in $z$ gives $\partial_z^2n=-(2x/W)^2n$. Since $1/\tau=D(2x/W)^2$, differentiating in $t$ gives $\partial_tn=-D(2x/W)^2n=D\,\partial_z^2n$, the diffusion equation. Each `HasDerivAt` below states both that a derivative exists and what it is.

```lean
/-- The mode has the stated gradient, and its time derivative is `D` times its second
spatial derivative. -/
theorem density_diffusion (W D x z t : ℝ) :
    HasDerivAt (fun z => density W D x z t) (densityGradient W D x z t) z ∧
    HasDerivAt (fun z => densityGradient W D x z t)
      (-(2 * x / W) ^ 2 * density W D x z t) z ∧
    HasDerivAt (fun t => density W D x z t)
      (D * (-(2 * x / W) ^ 2 * density W D x z t)) t := by
  have hl : HasDerivAt (fun z => 2 * x / W * z) (2 * x / W) z := by
    simpa using (hasDerivAt_id' z).const_mul (2 * x / W)
  have he := ((hasDerivAt_id' t).fun_neg.div_const (lifetime W D x)).exp
  have hL : -1 / lifetime W D x = -(D * (2 * x / W) ^ 2) := by
    rw [lifetime, neg_div, one_div_div]
    ring
  refine ⟨(hl.cos.mul_const _).congr_deriv (by unfold densityGradient; ring),
    ((hl.sin.const_mul (-(2 * x / W))).mul_const _).congr_deriv
      (by unfold density; ring),
    (he.const_mul (cos (2 * x / W * z))).congr_deriv ?_⟩
  rw [hL]
  unfold density
  ring
```

## From the surface condition to one equation

At either face the condition reads

$$D\,\frac{2x}{W}\sin x\;e^{-t/\tau}=S\cos x\;e^{-t/\tau}.$$

Cancel the exponential, then multiply by $W/(2D\cos x)$:

$$x\tan x=h,\qquad h=\frac{SW}{2D}.$$

In Lean, the forward direction needs only the right face at $t=0$. The converse restores the exponential and recovers both faces at every time.

```lean
/-- For `W, D > 0` and `cos x ≠ 0`, the surface conditions on a symmetric mode are equivalent to the
equation `x tan x = SW/(2D)`. -/
theorem surfaceLoss_iff {W D S x : ℝ} (hW : 0 < W) (hD : 0 < D) (hc : cos x ≠ 0) :
    SurfaceLoss W D S x ↔ x * tan x = S * W / (2 * D) := by
  have e3 : 2 * x / W * W = 2 * x := div_mul_cancel₀ _ hW.ne'
  have e1 : 2 * x / W * (W / 2) = x := by linear_combination e3 / 2
  have e2 : 2 * x / W * (-(W / 2)) = -x := by linear_combination -e3 / 2
  rw [tan_eq_sin_div_cos, ← mul_div_assoc, div_eq_div_iff hc (by positivity)]
  constructor
  · intro h
    have h0 := (h 0).1
    simp only [densityGradient, density, e1] at h0
    -- the common decay factor cancels
    have h1 : D * (2 * x / W) * sin x = S * cos x := by
      apply mul_right_cancel₀ (exp_pos (-0 / lifetime W D x)).ne'
      linear_combination h0
    linear_combination W * h1 - D * sin x * e3
  · intro h t
    have h1 : D * (2 * x / W) * sin x = S * cos x := by
      apply mul_right_cancel₀ hW.ne'
      linear_combination h + D * sin x * e3
    simp only [densityGradient, density, e1, e2, sin_neg, cos_neg]
    constructor <;> linear_combination exp (-t / lifetime W D x) * h1
```

For $0<x<y<\pi/2$ we have $0<\tan x<\tan y$. Multiplying by $x<y$ gives $x\tan x<y\tan y$.

```lean
/-- The function `x tan x` increases strictly between `0` and `π/2`. -/
theorem mul_tan_lt {x y : ℝ} (hx : 0 < x) (hxy : x < y) (hy : y < π / 2) :
    x * tan x < y * tan y := by
  have ht : tan x < tan y :=
    strictMonoOn_tan ⟨by linarith [pi_pos], by linarith⟩
      ⟨by linarith [pi_pos], hy⟩ hxy
  exact mul_lt_mul'' hxy ht hx.le
    (tan_pos_of_pos_of_lt_pi_div_two hx (by linarith)).le
```

For existence, avoid the pole by using $x\sin x-h\cos x$. This is continuous, equals $-h<0$ at $0$ and $\pi/2>0$ at $\pi/2$, and so vanishes somewhere between. Dividing by $\cos x>0$ gives $x\tan x=h$. A second root would be smaller or larger than the first, and the strict increase excludes both cases.

```lean
/-- For `h > 0` the equation `x tan x = h` has exactly one root in `(0, π/2)`. -/
theorem existsUnique_root {h : ℝ} (hh : 0 < h) :
    ∃! x, x ∈ Ioo 0 (π / 2) ∧ x * tan x = h := by
  have hf : ContinuousOn (fun x => x * sin x - h * cos x) (Icc 0 (π / 2)) := by
    fun_prop
  have h0 : (0 : ℝ) ∈ Ioo (0 * sin 0 - h * cos 0)
      (π / 2 * sin (π / 2) - h * cos (π / 2)) := by
    rw [sin_zero, cos_zero, sin_pi_div_two, cos_pi_div_two]
    constructor <;> linarith [pi_pos]
  obtain ⟨x, hx, hfx⟩ := intermediate_value_Ioo (by positivity) hf h0
  have hfx' : x * sin x - h * cos x = 0 := hfx
  have hc : 0 < cos x := cos_pos_of_mem_Ioo ⟨by linarith [hx.1, pi_pos], hx.2⟩
  have hr : x * tan x = h := by
    rw [tan_eq_sin_div_cos, ← mul_div_assoc, div_eq_iff hc.ne']
    linarith
  refine ⟨x, ⟨hx, hr⟩, ?_⟩
  rintro y ⟨hy, hyr⟩
  rcases lt_trichotomy y x with hlt | heq | hgt
  · linarith [mul_tan_lt hy.1 hlt hx.2]
  · exact heq
  · linarith [mul_tan_lt hx.1 hgt hy.2]
```

## Bounding the gap by derivatives

The inequalities for $g$ rest on one principle: if $f$ is differentiable on the whole real line, $f(0)=0$ and $f'>0$ on $(0,\pi/2)$, then $f>0$ on $(0,\pi/2]$.

The Mathlib theorem behind it, `strictMonoOn_of_deriv_pos`, asks for continuity on a convex set but for a positive derivative only in its interior. That matters here, because in every use below $f'$ vanishes at $0$. The right endpoint is included in the conclusion, so the lower bound on $g$ below holds at $\pi/2$ too.

```lean
private lemma pos_of_deriv_pos {f f' : ℝ → ℝ} (h0 : f 0 = 0)
    (hd : ∀ y, HasDerivAt f (f' y) y) (hp : ∀ y, 0 < y → y < π / 2 → 0 < f' y)
    {x : ℝ} (hx : 0 < x) (hx2 : x ≤ π / 2) : 0 < f x := by
  have hm : StrictMonoOn f (Icc 0 (π / 2)) :=
    strictMonoOn_of_deriv_pos (convex_Icc _ _)
      (fun y _ => (hd y).continuousAt.continuousWithinAt) (fun y hy => by
        rw [interior_Icc] at hy
        rw [(hd y).deriv]
        exact hp y hy.1 hy.2)
  have h := hm ⟨le_rfl, by positivity⟩ ⟨hx.le, hx2⟩ hx
  rwa [h0] at h
```

First take $f(y)=\sin y-y\cos y$. Then $f'(y)=y\sin y>0$, so $\sin x-x\cos x>0$.

```lean
private lemma sin_sub_pos {x : ℝ} (hx : 0 < x) (hx2 : x ≤ π / 2) :
    0 < sin x - x * cos x := by
  have hd : ∀ y, HasDerivAt (fun y => sin y - y * cos y) (y * sin y) y := fun y =>
    ((hasDerivAt_sin y).fun_sub
      ((hasDerivAt_id' y).fun_mul (hasDerivAt_cos y))).congr_deriv (by ring)
  have h := pos_of_deriv_pos (by simp) hd (fun y h1 h2 =>
    mul_pos h1 (sin_pos_of_pos_of_lt_pi h1 (by linarith))) hx hx2
  exact h
```

Next take $f(y)=\sin y-y\cos y-\tfrac13y^2\sin y$. Its derivative is

$$y\sin y-\tfrac23y\sin y-\tfrac13y^2\cos y=\tfrac y3(\sin y-y\cos y)>0.$$

Hence $\sin x-x\cos x>\tfrac13x^2\sin x$, and division by $x^2\sin x>0$ gives $g(x)>1/3$.

```lean
/-- The gap exceeds `1/3` for `0 < x ≤ π/2`. -/
theorem third_lt_gap {x : ℝ} (hx : 0 < x) (hx2 : x ≤ π / 2) : 1 / 3 < gap x := by
  have hd : ∀ y, HasDerivAt (fun y => sin y - y * cos y - 1 / 3 * (y * y * sin y))
      (y / 3 * (sin y - y * cos y)) y := fun y => by
    have hi := hasDerivAt_id' y
    have hs := hasDerivAt_sin y
    exact ((hs.fun_sub (hi.fun_mul (hasDerivAt_cos y))).fun_sub
      (((hi.fun_mul hi).fun_mul hs).const_mul (1 / 3))).congr_deriv (by ring)
  have h := pos_of_deriv_pos (by simp) hd (fun y h1 h2 =>
    mul_pos (by linarith) (sin_sub_pos h1 h2.le)) hx hx2
  have hs : 0 < sin x := sin_pos_of_pos_of_lt_pi hx (by linarith [pi_pos])
  rw [gap, lt_div_iff₀ (by positivity)]
  linarith [h, show x ^ 2 * sin x = x * x * sin x by ring]
```

For the upper bound, let $k(y)=y^2+y\sin y\cos y-2\sin^2y$. Two differentiations give

$$k'(y)=2y-3\sin y\cos y+y(\cos^2y-\sin^2y),$$

$$k''(y)=4\sin y\,(\sin y-y\cos y)>0.$$

Both $k$ and $k'$ vanish at $0$, so applying the principle twice gives first $k'>0$ and then $k>0$. In the code, `hm` and `hk` supply the derivatives of $k'$ and $k$.

```lean
private lemma numerator_pos {x : ℝ} (hx : 0 < x) (hx2 : x ≤ π / 2) :
    0 < x * x + x * (sin x * cos x) - 2 * (sin x * sin x) := by
  have hm : ∀ y, HasDerivAt
      (fun y => 2 * y - 3 * (sin y * cos y) + y * (cos y * cos y - sin y * sin y))
      (4 * sin y * (sin y - y * cos y)) y := fun y => by
    have hi := hasDerivAt_id' y
    have hs := hasDerivAt_sin y
    have hc := hasDerivAt_cos y
    exact (((hi.const_mul 2).fun_sub ((hs.fun_mul hc).const_mul 3)).fun_add
      (hi.fun_mul ((hc.fun_mul hc).fun_sub (hs.fun_mul hs)))).congr_deriv
      (by linear_combination (-2) * sin_sq_add_cos_sq y)
  have hk : ∀ y, HasDerivAt
      (fun y => y * y + y * (sin y * cos y) - 2 * (sin y * sin y))
      (2 * y - 3 * (sin y * cos y) + y * (cos y * cos y - sin y * sin y)) y :=
    fun y => by
      have hi := hasDerivAt_id' y
      have hs := hasDerivAt_sin y
      exact (((hi.fun_mul hi).fun_add
        (hi.fun_mul (hs.fun_mul (hasDerivAt_cos y)))).fun_sub
        ((hs.fun_mul hs).const_mul 2)).congr_deriv (by ring)
  have hm0 : ∀ y, 0 < y → y < π / 2 →
      0 < 2 * y - 3 * (sin y * cos y) + y * (cos y * cos y - sin y * sin y) := by
    intro y h1 h2
    have h := pos_of_deriv_pos (by simp) hm (fun u u1 u2 =>
      mul_pos (mul_pos (by norm_num) (sin_pos_of_pos_of_lt_pi u1 (by linarith)))
        (sin_sub_pos u1 u2.le)) h1 h2.le
    exact h
  have h := pos_of_deriv_pos (by simp) hk hm0 hx hx2
  exact h
```

The quotient rule gives $g'$ the numerator

$$y^3\sin^2y-(\sin y-y\cos y)(2y\sin y+y^2\cos y)=y\,k(y),$$

where $\sin^2y+\cos^2y=1$ has been used. The denominator $(y^2\sin y)^2$ is positive, so $g$ increases strictly on $(0,\pi/2]$. The final `linear_combination` performs this simplification.

```lean
/-- The gap increases strictly on `(0, π/2]`. -/
theorem gap_strictMonoOn : StrictMonoOn gap (Ioc 0 (π / 2)) := by
  have hd : ∀ y ∈ Ioc 0 (π / 2), HasDerivAt gap
      ((y * sin y * (y ^ 2 * sin y) - (sin y - y * cos y) *
        (2 * y * sin y + y ^ 2 * cos y)) / (y ^ 2 * sin y) ^ 2) y := by
    intro y hy
    have hs : 0 < sin y := sin_pos_of_pos_of_lt_pi hy.1 (by linarith [hy.2, pi_pos])
    have hy0 := hy.1
    have h2 : HasDerivAt (fun y : ℝ => y ^ 2) (2 * y) y := by
      simpa using hasDerivAt_pow 2 y
    have hn : HasDerivAt (fun y => sin y - y * cos y) (y * sin y) y :=
      ((hasDerivAt_sin y).fun_sub
        ((hasDerivAt_id' y).fun_mul (hasDerivAt_cos y))).congr_deriv (by ring)
    exact hn.fun_div (h2.fun_mul (hasDerivAt_sin y)) (by positivity)
  refine strictMonoOn_of_deriv_pos (convex_Ioc _ _)
    (fun y hy => (hd y hy).continuousAt.continuousWithinAt) (fun y hy => ?_)
  rw [interior_Ioc] at hy
  have hy0 := hy.1
  have hs : 0 < sin y := sin_pos_of_pos_of_lt_pi hy.1 (by linarith [hy.2, pi_pos])
  rw [(hd y ⟨hy.1, hy.2.le⟩).deriv]
  refine div_pos ?_ (by positivity)
  have h := mul_pos hy0 (numerator_pos hy0 hy.2.le)
  -- the numerator simplifies by sin² + cos² = 1
  linear_combination h - y ^ 3 * sin_sq_add_cos_sq y
```

At a root, $1/(x\tan x)=1/h$, so $1/x^2=1/h+g(x)$. Since $1/3<g(x)<g(\pi/2)=4/\pi^2$,

$$\frac1h+\frac13<\frac1{x^2}<\frac1h+\frac4{\pi^2}.$$

```lean
/-- A root of `x tan x = h` in `(0, π/2)` satisfies
`1/h + 1/3 < 1/x² < 1/h + 4/π²`. -/
theorem root_bounds {x h : ℝ} (hx : x ∈ Ioo 0 (π / 2)) (hr : x * tan x = h) :
    1 / h + 1 / 3 < 1 / x ^ 2 ∧ 1 / x ^ 2 < 1 / h + 4 / π ^ 2 := by
  have hx0 := hx.1
  have hs : 0 < sin x := sin_pos_of_pos_of_lt_pi hx0 (by linarith [hx.2, pi_pos])
  have key : 1 / x ^ 2 = 1 / h + gap x := by
    rw [← hr, tan_eq_sin_div_cos, ← mul_div_assoc, one_div_div, gap,
      div_add_div _ _ (by positivity) (by positivity),
      div_eq_div_iff (by positivity) (by positivity)]
    ring
  have hend : gap (π / 2) = 4 / π ^ 2 := by
    rw [gap, sin_pi_div_two, cos_pi_div_two,
      div_eq_div_iff (by positivity) (by positivity)]
    ring
  have hu := gap_strictMonoOn ⟨hx0, hx.2.le⟩ ⟨by positivity, le_rfl⟩ hx.2
  rw [hend] at hu
  constructor <;> linarith [third_lt_gap hx0 hx.2.le]
```

## The lifetime in physical quantities

Multiply by $W^2/(4D)$. The middle becomes $\tau$, and the three constants become

$$\frac{W^2}{4D}\cdot\frac{2D}{SW}=\frac{W}{2S},\qquad \frac{W^2}{4D}\cdot\frac13=\frac{W^2}{12D},\qquad \frac{W^2}{4D}\cdot\frac4{\pi^2}=\frac{W^2}{\pi^2D}.$$

The theorem takes real numbers $W,D,S>0$, with units left implicit. Its first part says that exactly one $x$ in the open interval `Ioo 0 (π / 2)` satisfies `SurfaceLoss`; its second part gives the strict bounds for the lifetime of that mode.

```lean
/-- Exactly one `x` in `(0, π/2)` gives a symmetric mode obeying the surface conditions,
and its lifetime lies strictly between `W/(2S) + W²/(12D)` and `W/(2S) + W²/(π²D)`. -/
theorem surface_lifetime_bounds {W D S : ℝ} (hW : 0 < W) (hD : 0 < D) (hS : 0 < S) :
    (∃! x, x ∈ Ioo 0 (π / 2) ∧ SurfaceLoss W D S x) ∧
    ∀ x ∈ Ioo 0 (π / 2), SurfaceLoss W D S x →
      W / (2 * S) + W ^ 2 / (12 * D) < lifetime W D x ∧
      lifetime W D x < W / (2 * S) + W ^ 2 / (π ^ 2 * D) := by
  have hi : ∀ x ∈ Ioo 0 (π / 2),
      (SurfaceLoss W D S x ↔ x * tan x = S * W / (2 * D)) := fun x hx =>
    surfaceLoss_iff hW hD
      (cos_pos_of_mem_Ioo ⟨by linarith [hx.1, pi_pos], hx.2⟩).ne'
  constructor
  · obtain ⟨x, ⟨hx, hr⟩, hu⟩ :=
      existsUnique_root (h := S * W / (2 * D)) (by positivity)
    exact ⟨x, ⟨hx, (hi x hx).2 hr⟩, fun y hy => hu y ⟨hy.1, (hi y hy.1).1 hy.2⟩⟩
  · intro x hx hl
    obtain ⟨b1, b2⟩ := root_bounds hx ((hi x hx).1 hl)
    have e : W ^ 2 / (4 * D) * (1 / (S * W / (2 * D))) = W / (2 * S) := by
      rw [one_div_div, div_mul_div_comm,
        div_eq_div_iff (by positivity) (by positivity)]
      ring
    -- multiply the bounds on 1/x² by W²/(4D)
    have p : 0 < W ^ 2 / (4 * D) := by positivity
    have l1 := mul_lt_mul_of_pos_left b1 p
    have l2 := mul_lt_mul_of_pos_left b2 p
    rw [mul_add, e] at l1 l2
    have ht : lifetime W D x = W ^ 2 / (4 * D) * (1 / x ^ 2) := by
      unfold lifetime
      ring
    have c1 : W ^ 2 / (12 * D) = W ^ 2 / (4 * D) * (1 / 3) := by ring
    have c2 : W ^ 2 / (π ^ 2 * D) = W ^ 2 / (4 * D) * (4 / π ^ 2) := by ring
    rw [ht, c1, c2]
    exact ⟨l1, l2⟩
```

No other symmetric cosine mode outlives this one. Let $y>0$ satisfy the same surface conditions. If $y<x$, then $y\tan y<x\tan x$, although both sides equal $h$. So $x\le y$, and $W^2/(4Dy^2)\le W^2/(4Dx^2)$. The hypothesis $\cos y\ne0$ removes no physical mode: where the cosine vanishes at a face, the density is zero there but the current is not.

```lean
/-- The mode with `x` in `(0, π/2)` lives at least as long as any symmetric cosine mode
with `y > 0` and `cos y ≠ 0` that obeys the same surface conditions. -/
theorem longest_symmetric_mode {W D S x y : ℝ} (hW : 0 < W) (hD : 0 < D)
    (hx : x ∈ Ioo 0 (π / 2)) (hlx : SurfaceLoss W D S x)
    (hy : 0 < y) (hcy : cos y ≠ 0) (hly : SurfaceLoss W D S y) :
    lifetime W D y ≤ lifetime W D x := by
  have hx0 := hx.1
  have hcx := (cos_pos_of_mem_Ioo ⟨by linarith [pi_pos], hx.2⟩).ne'
  have hxy : x ≤ y := by
    by_contra hn
    have h := mul_tan_lt hy (not_le.mp hn) hx.2
    rw [(surfaceLoss_iff hW hD hcx).1 hlx, (surfaceLoss_iff hW hD hcy).1 hly] at h
    exact lt_irrefl _ h
  unfold lifetime
  gcongr

end

end WaferSurfaceLifetime
```

```lean
#print axioms WaferSurfaceLifetime.density_diffusion
-- 'WaferSurfaceLifetime.density_diffusion' depends on axioms: [propext, Classical.choice, Quot.sound]
#print axioms WaferSurfaceLifetime.surface_lifetime_bounds
-- 'WaferSurfaceLifetime.surface_lifetime_bounds' depends on axioms: [propext, Classical.choice, Quot.sound]
#print axioms WaferSurfaceLifetime.longest_symmetric_mode
-- 'WaferSurfaceLifetime.longest_symmetric_mode' depends on axioms: [propext, Classical.choice, Quot.sound]
```

The comparison covers single symmetric cosines. It doesn't treat antisymmetric modes or the expansion of an arbitrary initial profile.

The model could also have included bulk recombination, through a loss term $-n/\tau_b$ with a constant bulk lifetime $\tau_b$. The cosine and the equation for $x$ would stay the same, while the decay rate would become $1/\tau_b+1/\tau$. The bounds would then apply to the surface lifetime $\tau$, whose rate $1/\tau$ is the total decay rate of the mode minus $1/\tau_b$.
